# On an interval, a positive Wronskian and a nodeless orbital combination confine the zeros of a same-spin two-fermion determinant to coincidence

Antisymmetry makes the determinant of two same-spin fermions vanish when the particles meet, but it doesn't prevent further zeros. The orbitals $\cos t$ and $\sin t$, normalisable on a bounded interval though not on the whole line, give the unnormalised amplitude

$$\cos x\,\sin y-\sin x\,\cos y=\sin(y-x),$$

which is positive for particles slightly apart with $x<y$, vanishes at $x=0$, $y=\pi$, and then changes sign. Anyone who inferred the sign for all $x<y$ from the behaviour near coincidence would be wrong. A condition on the orbitals over the whole interval repairs the inference.

## From the orbital ratio to the sign of the determinant

Let $f$ and $g$ be real orbitals, differentiable at every point of an interval $s$. Define

$$D(x,y)=f(x)g(y)-g(x)f(y),\qquad W(t)=f(t)g'(t)-f'(t)g(t).$$

Since $\partial_y D(x,y)$ at $y=x$ equals $W(x)$, the Wronskian is the initial rate at which the amplitude grows as the second particle moves to the right from coincidence at $x$. Assume $W>0$ on $s$, and assume that for some real $a,b$ the combination $af+bg$ has no zero on $s$. The claim is that $D(x,y)>0$ for all $x<y$ in $s$.

Suppose first that $f$ itself has no zero. It is continuous, so opposite signs at $x$ and $y$ would force a zero between them. Hence $f(x)f(y)>0$. The ratio $q=g/f$ satisfies

$$q'=\frac{g'f-gf'}{f^2}=\frac{W}{f^2}>0.$$

By the mean value theorem there is a $c$ between $x$ and $y$ with

$$q(y)-q(x)=\frac{W(c)}{f(c)^2}\,(y-x)>0.$$

Multiplying by $f(x)f(y)$ gives

$$D(x,y)=f(x)f(y)\,[q(y)-q(x)]>0.$$

In the general case, set $F=af+bg$ and $G=ag-bf$. Expanding,

$$FG'-F'G=(af+bg)(ag'-bf')-(af'+bg')(ag-bf)=(a^2+b^2)\,W,$$

because the terms in $ab$ cancel. The same expansion, with values at $x$ and $y$ in place of functions and derivatives, gives

$$F(x)G(y)-G(x)F(y)=(a^2+b^2)\,D(x,y).$$

The factor is positive, since $a=b=0$ would make $F$ vanish. The first case applies to $F$ and $G$, and dividing by $a^2+b^2$ proves the claim.

For a numerical instance, take $f(t)=e^{-t^2/2}$ and $g(t)=t\,e^{-t^2/2}$ with $x=-1$, $y=1$. The ratio $q(t)=t$ rises by $2$, and $f(-1)f(1)=e^{-1}$, so $D(-1,1)=2e^{-1}\approx0.736$. Normalising both orbitals and including the determinant's factor $1/\sqrt2$ divides this by $\sqrt\pi$, giving an amplitude of about $0.415$.

In fixed-node Monte Carlo, where the zeros of a trial function bound the sampled regions, the result leaves $x=y$ as the only such boundary within $s$ for two same-spin fermions in one dimension described by a single determinant of two real orbitals meeting these conditions.

## Orbitals, determinant and Wronskian in Lean

```lean
import Mathlib

open Set

namespace TwoFermionNodes

noncomputable section
```

Orbitals are functions `ℝ → ℝ`. Rows of the matrix label particle positions and columns label orbitals. The determinant carries no factor $1/\sqrt2$, and the orbitals need not be normalised.

```lean
/-- The unnormalised two-fermion Slater determinant of the real orbitals `f` and `g`,
with the particles at `x` and `y`. -/
def slater (f g : ℝ → ℝ) (x y : ℝ) : ℝ :=
  Matrix.det !![f x, g x; f y, g y]
```

The Wronskian uses Mathlib's two-sided derivative `deriv`, so at an endpoint belonging to $s$ the orbitals must be differentiable from both sides.

```lean
/-- The Wronskian `f g' - f' g` of two orbitals. -/
def wronskian (f g : ℝ → ℝ) (t : ℝ) : ℝ :=
  f t * deriv g t - deriv f t * g t
```

The next lemma expands the determinant into $D(x,y)$.

```lean
/-- The Slater determinant written out as a difference of two orbital products. -/
theorem slater_eq (f g : ℝ → ℝ) (x y : ℝ) :
    slater f g x y = f x * g y - g x * f y := by
  rw [slater, Matrix.det_fin_two_of]
```

## Positivity when one orbital has no zero

The sign lemma splits into four cases according to the signs of `f x` and `f y`. Equal signs give a positive product; opposite signs contradict `h0` through the intermediate value theorem, in its increasing or decreasing version.

```lean
/-- A continuous orbital without zeros on `[x, y]` has the same sign at both ends. -/
theorem same_sign_of_nodeless {f : ℝ → ℝ} {x y : ℝ} (hxy : x ≤ y)
    (hc : ContinuousOn f (Icc x y)) (h0 : ∀ t ∈ Icc x y, f t ≠ 0) :
    0 < f x * f y := by
  have hx := h0 x (left_mem_Icc.2 hxy)
  have hy := h0 y (right_mem_Icc.2 hxy)
  -- opposite signs would produce a zero by the intermediate value theorem
  rcases lt_or_gt_of_ne hx with h1 | h1 <;> rcases lt_or_gt_of_ne hy with h2 | h2
  · exact mul_pos_of_neg_of_neg h1 h2
  · obtain ⟨t, ht, h⟩ := intermediate_value_Icc hxy hc ⟨h1.le, h2.le⟩
    exact absurd h (h0 t ht)
  · obtain ⟨t, ht, h⟩ := intermediate_value_Icc' hxy hc ⟨h2.le, h1.le⟩
    exact absurd h (h0 t ht)
  · exact mul_pos h1 h2
```

In the next theorem, `s.OrdConnected` says that $s$ contains every point between any two of its members. This covers open, closed and unbounded intervals. The fact `hq` is the quotient rule, `exists_hasDerivAt_eq_slope` supplies the point $c$, and `hgap` is the increase of the ratio. The identity `key` is the factorisation of $D(x,y)$ used above.

```lean
/-- If `f` and `g` are differentiable at every point of an interval, `f` has no zero there and the
Wronskian is positive there, the Slater determinant is positive for all `x < y` in the interval. -/
theorem slater_pos_of_nodeless {f g : ℝ → ℝ} {s : Set ℝ} (hs : s.OrdConnected)
    (hf : ∀ t ∈ s, DifferentiableAt ℝ f t) (hg : ∀ t ∈ s, DifferentiableAt ℝ g t)
    (h0 : ∀ t ∈ s, f t ≠ 0) (hW : ∀ t ∈ s, 0 < wronskian f g t)
    {x y : ℝ} (hx : x ∈ s) (hy : y ∈ s) (hxy : x < y) :
    0 < slater f g x y := by
  have hsub : Icc x y ⊆ s := hs.out hx hy
  -- the orbital ratio g / f has derivative W / f ^ 2
  have hq : ∀ t ∈ Icc x y,
      HasDerivAt (fun u => g u / f u) (wronskian f g t / f t ^ 2) t := by
    intro t ht
    have h := (hg t (hsub ht)).hasDerivAt.fun_div (hf t (hsub ht)).hasDerivAt
      (h0 t (hsub ht))
    refine h.congr_deriv ?_
    unfold wronskian
    ring
  obtain ⟨c, hc, hslope⟩ := exists_hasDerivAt_eq_slope (fun u => g u / f u)
    (fun t => wronskian f g t / f t ^ 2) hxy
    (fun t ht => (hq t ht).continuousAt.continuousWithinAt)
    (fun t ht => hq t (Ioo_subset_Icc_self ht))
  have hcs : c ∈ s := hsub (Ioo_subset_Icc_self hc)
  have hfc : 0 < f c ^ 2 := by
    have := h0 c hcs
    positivity
  have hpos : 0 < wronskian f g c / f c ^ 2 := div_pos (hW c hcs) hfc
  have hgap : 0 < g y / f y - g x / f x := by
    have h1 : wronskian f g c / f c ^ 2 = (g y / f y - g x / f x) / (y - x) := hslope
    rw [h1] at hpos
    have h2 := mul_pos hpos (sub_pos.2 hxy)
    rwa [div_mul_cancel₀ _ (sub_pos.2 hxy).ne'] at h2
  -- multiply the increase of the ratio by the positive product f x * f y
  have hsame : 0 < f x * f y := same_sign_of_nodeless hxy.le
    (fun t ht => (hf t (hsub ht)).continuousAt.continuousWithinAt)
    (fun t ht => h0 t (hsub ht))
  have key : slater f g x y = f x * f y * (g y / f y - g x / f x) := by
    have h1 := h0 x hx
    have h2 := h0 y hy
    rw [slater_eq]
    field_simp
  rw [key]
  exact mul_pos hsame hgap
```

## Positivity from a nodeless combination

The hypothesis `h0` now concerns $af+bg$. Physically, it asks for one nodeless orbital in the real span of the occupied pair, which need not be either of the orbitals first written down. It is assumed here, not derived from a Hamiltonian.

The proof obtains $a^2+b^2>0$ in `hab` and differentiates $F$ and $G$ in `d1` and `d2`. The two identities named `e` are the scalings of the Wronskian and the determinant, and the last line cancels the common factor.

```lean
/-- If two orbitals are differentiable at every point of an interval, their Wronskian is positive
there and some real combination of them has no zero there, the Slater determinant is positive for
all `x < y` in the interval. -/
theorem slater_pos_of_nodeless_combination {f g : ℝ → ℝ} {s : Set ℝ}
    (hs : s.OrdConnected)
    (hf : ∀ t ∈ s, DifferentiableAt ℝ f t) (hg : ∀ t ∈ s, DifferentiableAt ℝ g t)
    (hW : ∀ t ∈ s, 0 < wronskian f g t)
    {a b : ℝ} (h0 : ∀ t ∈ s, a * f t + b * g t ≠ 0)
    {x y : ℝ} (hx : x ∈ s) (hy : y ∈ s) (hxy : x < y) :
    0 < slater f g x y := by
  have hab : 0 < a ^ 2 + b ^ 2 := by
    by_contra hn
    have ha : a = 0 := (pow_eq_zero_iff two_ne_zero).1
      (by linarith [sq_nonneg a, sq_nonneg b, not_lt.1 hn])
    have hb : b = 0 := (pow_eq_zero_iff two_ne_zero).1
      (by linarith [sq_nonneg a, sq_nonneg b, not_lt.1 hn])
    exact h0 x hx (by simp [ha, hb])
  have d1 : ∀ t ∈ s, HasDerivAt (fun u => a * f u + b * g u)
      (a * deriv f t + b * deriv g t) t := fun t ht =>
    ((hf t ht).hasDerivAt.const_mul a).fun_add ((hg t ht).hasDerivAt.const_mul b)
  have d2 : ∀ t ∈ s, HasDerivAt (fun u => a * g u - b * f u)
      (a * deriv g t - b * deriv f t) t := fun t ht =>
    ((hg t ht).hasDerivAt.const_mul a).fun_sub ((hf t ht).hasDerivAt.const_mul b)
  -- the change of orbitals scales Wronskian and determinant by a ^ 2 + b ^ 2
  have hpos := slater_pos_of_nodeless hs (fun t ht => (d1 t ht).differentiableAt)
    (fun t ht => (d2 t ht).differentiableAt) h0
    (fun t ht => by
      have e : wronskian (fun u => a * f u + b * g u) (fun u => a * g u - b * f u) t
          = (a ^ 2 + b ^ 2) * wronskian f g t := by
        simp only [wronskian, (d1 t ht).deriv, (d2 t ht).deriv]
        ring
      rw [e]
      exact mul_pos hab (hW t ht)) hx hy hxy
  have e : slater (fun u => a * f u + b * g u) (fun u => a * g u - b * f u) x y
      = (a ^ 2 + b ^ 2) * slater f g x y := by
    simp only [slater_eq]
    ring
  rw [e] at hpos
  exact (mul_pos_iff_of_pos_left hab).1 hpos
```

## Where the determinant vanishes

For $x<y$ the determinant is positive. For $x>y$, exchanging the particles reverses its sign, so it is negative. Only $x=y$ remains, and there the two products cancel.

```lean
/-- If two orbitals are differentiable at every point of an interval, their Wronskian is positive
there and some real combination of them has no zero there, then for `x` and `y` in the interval the
Slater determinant vanishes exactly when `x = y`. -/
theorem slater_eq_zero_iff {f g : ℝ → ℝ} {s : Set ℝ} (hs : s.OrdConnected)
    (hf : ∀ t ∈ s, DifferentiableAt ℝ f t) (hg : ∀ t ∈ s, DifferentiableAt ℝ g t)
    (hW : ∀ t ∈ s, 0 < wronskian f g t)
    {a b : ℝ} (h0 : ∀ t ∈ s, a * f t + b * g t ≠ 0)
    {x y : ℝ} (hx : x ∈ s) (hy : y ∈ s) :
    slater f g x y = 0 ↔ x = y := by
  constructor
  · intro h
    rw [slater_eq] at h
    rcases lt_trichotomy x y with hlt | heq | hgt
    · have hp := slater_pos_of_nodeless_combination hs hf hg hW h0 hx hy hlt
      rw [slater_eq] at hp
      linarith
    · exact heq
    · have hp := slater_pos_of_nodeless_combination hs hf hg hW h0 hy hx hgt
      rw [slater_eq] at hp
      linarith
  · rintro rfl
    rw [slater_eq]
    ring
```

On the whole line, with $f$ positive everywhere, the first positivity theorem specialises to the following statement.

```lean
/-- For orbitals differentiable on the whole line, with `f` and the Wronskian positive everywhere,
the Slater determinant is positive for all `x < y`. -/
theorem slater_pos {f g : ℝ → ℝ} (hf : Differentiable ℝ f) (hg : Differentiable ℝ g)
    (h0 : ∀ t, 0 < f t) (hW : ∀ t, 0 < wronskian f g t) {x y : ℝ} (hxy : x < y) :
    0 < slater f g x y :=
  slater_pos_of_nodeless ordConnected_univ (fun t _ => hf t) (fun t _ => hg t)
    (fun t _ => (h0 t).ne') (fun t _ => hW t) (mem_univ x) (mem_univ y) hxy
```

Read in the contrapositive, the general theorem says what a node at separated positions costs: every real combination of the two orbitals must vanish somewhere in $[x,y]$. The Wronskian need only be positive on that segment.

```lean
/-- If two orbitals are differentiable at every point of `[x, y]`, their Wronskian is positive there
and the determinant vanishes at the separated positions `x < y`, every real combination of the
orbitals has a zero in `[x, y]`. -/
theorem exists_zero_of_slater_eq_zero {f g : ℝ → ℝ} {x y : ℝ} (hxy : x < y)
    (hf : ∀ t ∈ Icc x y, DifferentiableAt ℝ f t)
    (hg : ∀ t ∈ Icc x y, DifferentiableAt ℝ g t)
    (hW : ∀ t ∈ Icc x y, 0 < wronskian f g t) (hD : slater f g x y = 0) (a b : ℝ) :
    ∃ t ∈ Icc x y, a * f t + b * g t = 0 := by
  by_contra hn
  have h0 : ∀ t ∈ Icc x y, a * f t + b * g t ≠ 0 := fun t ht h => hn ⟨t, ht, h⟩
  exact (slater_pos_of_nodeless_combination ordConnected_Icc hf hg hW h0
    (left_mem_Icc.2 hxy.le) (right_mem_Icc.2 hxy.le) hxy).ne' hD
```

## Cosine, sine and the Gaussian pair

The opening example has $W=\cos^2 t+\sin^2 t=1$ everywhere, yet its determinant vanishes at $(0,\pi)$. Positivity of the Wronskian alone is therefore insufficient. What fails is the nodeless condition: cosine itself vanishes at $\pi/2$, and by the preceding theorem every other real combination also has a zero in $[0,\pi]$.

```lean
/-- Cosine and sine have Wronskian one everywhere, yet their Slater determinant vanishes
with the particles at `0` and `π`. -/
theorem cos_sin_node :
    (∀ t, wronskian Real.cos Real.sin t = 1) ∧
      slater Real.cos Real.sin 0 Real.pi = 0 := by
  constructor
  · intro t
    simp only [wronskian, Real.deriv_sin, Real.deriv_cos]
    linear_combination Real.sin_sq_add_cos_sq t
  · simp [slater_eq]
```

The Gaussian pair from the numerical instance has the form of the two lowest harmonic-oscillator orbitals in scaled units, without normalisation.

```lean
/-- The Gaussian orbital `exp (-t² / 2)`. -/
def osc0 (t : ℝ) : ℝ := Real.exp (-t ^ 2 / 2)

/-- The Gaussian orbital multiplied by the coordinate, `t exp (-t² / 2)`. -/
def osc1 (t : ℝ) : ℝ := t * osc0 t
```

The last theorem verifies the four conditions that `slater_pos` places on the orbitals. The chain and product rules give the derivatives `h1` and `h2`, from which the Wronskian is

$$f\,(f-t^2f)-(-t f)(t f)=f^2>0,\qquad f(t)=e^{-t^2/2}.$$

```lean
/-- The orbitals `osc0` and `osc1` are differentiable, `osc0` is positive, and their
Wronskian is positive everywhere. -/
theorem slater_pos_witness :
    Differentiable ℝ osc0 ∧ Differentiable ℝ osc1 ∧
      (∀ t, 0 < osc0 t) ∧ ∀ t, 0 < wronskian osc0 osc1 t := by
  have h1 : ∀ t, HasDerivAt osc0 (osc0 t * -t) t := by
    intro t
    have h : HasDerivAt (fun u : ℝ => -u ^ 2 / 2) (-t) t := by
      refine (((hasDerivAt_id' t).fun_pow 2).fun_neg.div_const 2).congr_deriv ?_
      norm_num
      ring
    exact h.exp
  have h2 : ∀ t, HasDerivAt osc1 (1 * osc0 t + t * (osc0 t * -t)) t := fun t =>
    (hasDerivAt_id' t).fun_mul (h1 t)
  have hp : ∀ t, 0 < osc0 t := fun t => Real.exp_pos _
  refine ⟨fun t => (h1 t).differentiableAt, fun t => (h2 t).differentiableAt, hp, ?_⟩
  intro t
  -- the Wronskian is the square of the Gaussian
  have e : wronskian osc0 osc1 t = osc0 t ^ 2 := by
    rw [wronskian, (h1 t).deriv, (h2 t).deriv, osc1]
    ring
  rw [e]
  exact pow_pos (hp t) 2

end

end TwoFermionNodes
```

```lean
#print axioms TwoFermionNodes.slater_pos_of_nodeless_combination
#print axioms TwoFermionNodes.slater_eq_zero_iff
#print axioms TwoFermionNodes.exists_zero_of_slater_eq_zero
#print axioms TwoFermionNodes.cos_sin_node
```

```
'TwoFermionNodes.slater_pos_of_nodeless_combination' depends on axioms: [propext, Classical.choice, Quot.sound]
'TwoFermionNodes.slater_eq_zero_iff' depends on axioms: [propext, Classical.choice, Quot.sound]
'TwoFermionNodes.exists_zero_of_slater_eq_zero' depends on axioms: [propext, Classical.choice, Quot.sound]
'TwoFermionNodes.cos_sin_node' depends on axioms: [propext, Classical.choice, Quot.sound]
```
